# For Γ > 0, the Breit–Wigner phase shift has a Lorentzian derivative of height 2/Γ, full width Γ and area π

An S-matrix fixes its scattering phase only up to multiples of $\pi$, so one real function has to be chosen as the phase shift. The choice here is the arctangent branch

$$\delta(E)=\arctan\frac{2(E-E_0)}{\Gamma},$$

where $E$ is the energy, $E_0$ the position of the resonance and $\Gamma$ its width. This phase lies between $-\pi/2$ and $\pi/2$ and vanishes at $E_0$. The usual Breit–Wigner phase without background passes through $\pi/2$ at resonance. It equals $\delta+\pi/2$, and its S-matrix has the opposite sign. The phase used here therefore includes a constant background of $-\pi/2$, which changes the cross section but not the derivative $\delta'$.

```lean
import Mathlib

open Filter Topology MeasureTheory
open Complex (I)

namespace BreitWignerResonance

noncomputable section

/-- The resonant phase shift `arctan (2 (E - E0) / Γ)` at real energy `E`, for width `Γ ≠ 0`. -/
def phaseShift (E0 Γ E : ℝ) : ℝ := Real.arctan (2 * (E - E0) / Γ)
```

The width stands for the decay rate of the quasi-bound state, in units with $\hbar=1$. For an empty level that has dived into the negative-energy continuum of a supercritical nucleus, it measures the coupling of the level to that continuum. The formulas below then apply with $E$ read as the energy of the emitted positron, which is minus the Dirac energy; as a function of the Dirac energy the phase falls through the resonance and the pole lies above the real axis. Both $E_0$ and $\Gamma$ are given real constants here, not derived from a Dirac equation. The model is a single isolated resonance in one channel, without an energy-dependent background.

## The S-matrix and the line shape

At complex energy $z$ the S-matrix is the rational function

$$S(z)=-\frac{z-E_0-i\Gamma/2}{z-E_0+i\Gamma/2}.$$

In Lean, `sMatrix` takes a complex argument, and a real energy is inserted as a complex number.

```lean
/-- The Breit-Wigner S-matrix at complex energy `z`, for `z ≠ E0 - i Γ / 2`. -/
def sMatrix (E0 Γ : ℝ) (z : ℂ) : ℂ :=
  -(z - E0 - I * (Γ / 2)) / (z - E0 + I * (Γ / 2))
```

The Lorentzian to be compared with $\delta'$ is

$$L(E)=\frac{\Gamma/2}{(E-E_0)^2+(\Gamma/2)^2}.$$

It has a definition of its own, `lineShape`, so that its equality with the derivative of the phase is a theorem and not a convention.

```lean
/-- The Lorentzian line shape with centre `E0` and, for `Γ > 0`, full width `Γ` at half maximum. -/
def lineShape (E0 Γ E : ℝ) : ℝ := (Γ / 2) / ((E - E0) ^ 2 + (Γ / 2) ^ 2)
```

## From the tangent to the S-matrix

Write $y=E-E_0$, $g=\Gamma/2$, $s=\sin\delta$ and $c=\cos\delta$. The definition of $\delta$ gives $s/c=y/g$, hence $sg=yc$, and $c>0$ on the arctangent branch. Therefore

$$c\,(y+ig)=sg+igc=ig\,(c-is).$$

Multiplying by $e^{2i\delta}=(c+is)^2$ and using $s^2+c^2=1$,

$$e^{2i\delta}(y+ig)\,c=ig\,(c+is)=-(sg-igc)=-(y-ig)\,c.$$

Since $c\neq0$ and $y+ig$ has the nonzero imaginary part $g$, both can be divided out, which leaves $e^{2i\delta}=S(E)$.

```lean
/-- For `Γ > 0` and real energy, `exp (2 i δ)` is the Breit-Wigner S-matrix. -/
theorem exp_phaseShift {E0 Γ : ℝ} (hΓ : 0 < Γ) (E : ℝ) :
    Complex.exp (2 * I * (phaseShift E0 Γ E : ℂ)) = sMatrix E0 Γ E := by
  have ht : Real.tan (phaseShift E0 Γ E) = 2 * (E - E0) / Γ := Real.tan_arctan _
  have hc : Real.cos (phaseShift E0 Γ E) ≠ 0 := (Real.cos_arctan_pos _).ne'
  generalize phaseShift E0 Γ E = δ at ht hc ⊢
  rw [Real.tan_eq_sin_div_cos, div_eq_div_iff hc hΓ.ne'] at ht
  have hs : Real.sin δ * (Γ / 2) = (E - E0) * Real.cos δ := by linear_combination ht / 2
  have hsC : (Real.sin δ : ℂ) * ((Γ : ℂ) / 2) = ((E : ℂ) - E0) * (Real.cos δ : ℂ) := by
    exact_mod_cast hs
  have h1C : (Real.sin δ : ℂ) ^ 2 + (Real.cos δ : ℂ) ^ 2 = 1 := by
    exact_mod_cast Real.sin_sq_add_cos_sq δ
  have hcC : (Real.cos δ : ℂ) ≠ 0 := Complex.ofReal_ne_zero.mpr hc
  -- the denominator has imaginary part Γ / 2 on the real axis
  have hden : (E : ℂ) - E0 + I * (Γ / 2) ≠ 0 := by
    intro h
    have h2 : ((E - E0 : ℝ) : ℂ) + ((Γ / 2 : ℝ) : ℂ) * I = 0 := by
      push_cast
      linear_combination h
    have h3 := congrArg Complex.im h2
    simp at h3
    linarith
  have hexp : Complex.exp (2 * I * (δ : ℂ)) =
      ((Real.cos δ : ℂ) + (Real.sin δ : ℂ) * I) ^ 2 := by
    rw [show 2 * I * (δ : ℂ) = (δ : ℂ) * I + (δ : ℂ) * I by ring, Complex.exp_add,
      Complex.exp_mul_I, ← Complex.ofReal_cos, ← Complex.ofReal_sin]
    ring
  have key : ∀ c s y g : ℂ, s * g = y * c → s ^ 2 + c ^ 2 = 1 →
      (c + s * I) ^ 2 * (y + I * g) * c = -(y - I * g) * c := by
    intro c s y g h h1
    linear_combination (-((c + s * I) ^ 2 + 1)) * h + g * I * (c + s * I) * h1 +
      g * (c ^ 2 * s + c * s ^ 2 * I + s) * Complex.I_sq
  rw [hexp, sMatrix, eq_div_iff hden]
  exact mul_right_cancel₀ hcC (key _ _ _ _ hsC h1C)
```

The theorem holds at every real `E`. In the proof, `hs` is the relation $sg=yc$, `hden` shows that the denominator does not vanish, and `hexp` is Euler's formula squared. The identity `key` is the last displayed equation, checked by `linear_combination` from $sg=yc$, $s^2+c^2=1$ and $i^2=-1$. The final line cancels the cosine.

## The pole below the real axis

The denominator of $S$ is $z-z_p$ with $z_p=E_0-i\Gamma/2$. Away from $z_p$, $S$ is a quotient of differentiable functions with nonzero denominator. Close to $z_p$,

$$(z-z_p)\,S(z)=-(z-E_0-i\Gamma/2)\;\longrightarrow\;-(-i\Gamma)=i\Gamma .$$

For $\Gamma\neq0$ this limit is not zero, so $z_p$ is a simple pole with residue $i\Gamma$.

```lean
/-- For `Γ ≠ 0` the S-matrix is complex differentiable away from `E0 - i Γ / 2`, and there it has
a simple pole with the nonzero residue `i Γ`. -/
theorem sMatrix_pole (E0 : ℝ) {Γ : ℝ} (hΓ : Γ ≠ 0) :
    (∀ z : ℂ, z ≠ E0 - I * (Γ / 2) → DifferentiableAt ℂ (sMatrix E0 Γ) z) ∧
    Tendsto (fun z : ℂ => (z - (E0 - I * (Γ / 2))) * sMatrix E0 Γ z)
      (𝓝[≠] ((E0 : ℂ) - I * (Γ / 2))) (𝓝 (I * Γ)) ∧ I * (Γ : ℂ) ≠ 0 := by
  have hd : ∀ z : ℂ, z ≠ E0 - I * (Γ / 2) → z - E0 + I * (Γ / 2) ≠ 0 :=
    fun z hz h => hz (by linear_combination h)
  refine ⟨fun z hz => ?_, ?_, mul_ne_zero Complex.I_ne_zero (Complex.ofReal_ne_zero.mpr hΓ)⟩
  · have h := hd z hz
    unfold sMatrix
    fun_prop (disch := exact h)
  · -- the factor z - pole cancels the denominator
    have hcont : Continuous (fun z : ℂ => -(z - E0 - I * (Γ / 2))) := by fun_prop
    have e : -((E0 : ℂ) - I * (Γ / 2) - E0 - I * (Γ / 2)) = I * Γ := by ring
    rw [← e]
    refine ((hcont.tendsto _).mono_left nhdsWithin_le_nhds).congr' ?_
    filter_upwards [self_mem_nhdsWithin] with z hz
    have h : -(z - E0 - I * (Γ / 2)) = sMatrix E0 Γ z * (z - E0 + I * (Γ / 2)) :=
      (div_eq_iff (hd z hz)).mp rfl
    show -(z - E0 - I * (Γ / 2)) = (z - (E0 - I * (Γ / 2))) * sMatrix E0 Γ z
    linear_combination h
```

The three parts of the statement are complex differentiability at every other point, the limit, and the fact that the limit is nonzero. The filter `𝓝[≠]` lets $z$ approach the pole without reaching it, which matters because Lean assigns the value zero to a division by zero. The proof cancels the denominator at nearby points and then uses the continuity of the numerator. Only $\Gamma\neq0$ is assumed; a positive $\Gamma$ puts the pole in the lower half-plane.

## The derivative of the phase

By the chain rule,

$$\delta'(E)=\frac{1}{1+(2y/\Gamma)^2}\cdot\frac{2}{\Gamma}=\frac{2\Gamma}{\Gamma^2+4y^2}=\frac{\Gamma/2}{y^2+(\Gamma/2)^2}=L(E).$$

```lean
/-- For `Γ > 0` the energy derivative of the phase shift is the Lorentzian line shape. -/
theorem hasDerivAt_phaseShift {E0 Γ : ℝ} (hΓ : 0 < Γ) (E : ℝ) :
    HasDerivAt (phaseShift E0 Γ) (lineShape E0 Γ E) E := by
  have h : HasDerivAt (fun x : ℝ => 2 * (x - E0) / Γ) (2 / Γ) E :=
    ((((hasDerivAt_id' E).sub_const E0).const_mul (2 : ℝ)).div_const Γ).congr_deriv (by ring)
  have e : 1 / (1 + (2 * (E - E0) / Γ) ^ 2) * (2 / Γ) = lineShape E0 Γ E := by
    rw [lineShape, div_mul_div_comm, div_eq_div_iff (by positivity) (by positivity)]
    field_simp
    ring
  exact h.arctan.congr_deriv e
```

`HasDerivAt` says that the derivative exists at `E` and has the stated value. In the proof, `h` differentiates the inner linear function and `e` is the algebra just displayed.

## The same line shape on every branch

Let $\varphi$ be any real function with $e^{2i\varphi(E)}=S(E)$ at all real energies. Then $e^{2i\varphi}$ and $e^{2i\delta}$ are the same function, and wherever $\varphi$ is differentiable

$$2i\varphi'\,e^{2i\varphi}=2i\delta'\,e^{2i\delta}.$$

Cancelling the equal, nonzero exponentials and the factor $2i$ gives $\varphi'=\delta'=L$.

```lean
/-- For `Γ > 0`, any real phase `φ` with `exp (2 i φ)` equal to the Breit-Wigner S-matrix at all
real energies has the Lorentzian as its derivative wherever it is differentiable. -/
theorem phase_derivative_unique {E0 Γ : ℝ} (hΓ : 0 < Γ) {φ : ℝ → ℝ}
    (hφ : ∀ E : ℝ, Complex.exp (2 * I * (φ E : ℂ)) = sMatrix E0 Γ E)
    {E d : ℝ} (hd : HasDerivAt φ d E) : d = lineShape E0 Γ E := by
  have hE : ∀ x : ℝ, Complex.exp (2 * I * (φ x : ℂ)) =
      Complex.exp (2 * I * (phaseShift E0 Γ x : ℂ)) :=
    fun x => (hφ x).trans (exp_phaseShift hΓ x).symm
  have h1 := (hd.ofReal_comp.const_mul (2 * I)).cexp
  have h2 := ((hasDerivAt_phaseShift (E0 := E0) hΓ E).ofReal_comp.const_mul (2 * I)).cexp
  -- both exponentials are the same function, so their derivatives agree
  rw [funext hE] at h1
  have h3 := h1.unique h2
  rw [hE E] at h3
  have h4 := mul_left_cancel₀ (Complex.exp_ne_zero _) h3
  have h5 := mul_left_cancel₀ (by simp : (2 * I : ℂ) ≠ 0) h4
  exact_mod_cast h5
```

The two derivatives are `h1` and `h2`, and `h1.unique h2` equates them. Differentiability is assumed only at the point considered. A phase that jumps by $\pi$ at some energy is therefore allowed, and the theorem is silent at the jump itself.

## Height and position of the maximum

The distance of $\delta'$ from $2/\Gamma$ is

$$\frac{2}{\Gamma}-\delta'(E)=\frac{2y^2}{\Gamma\,\bigl(y^2+(\Gamma/2)^2\bigr)}\;\ge 0,$$

and it vanishes only for $y=0$, that is, at $E=E_0$.

```lean
/-- For `Γ > 0` the derivative of the phase shift is at most `2 / Γ`, with equality exactly
at `E0`. -/
theorem deriv_phaseShift_max {E0 Γ : ℝ} (hΓ : 0 < Γ) (E : ℝ) :
    deriv (phaseShift E0 Γ) E ≤ 2 / Γ ∧ (deriv (phaseShift E0 Γ) E = 2 / Γ ↔ E = E0) := by
  rw [(hasDerivAt_phaseShift hΓ E).deriv, lineShape]
  constructor
  · rw [div_le_div_iff₀ (by positivity) hΓ]
    nlinarith [sq_nonneg (E - E0)]
  · rw [div_eq_div_iff (by positivity) hΓ.ne']
    constructor
    · intro h
      have h0 : (E - E0) ^ 2 = 0 := by linear_combination -h / 2
      exact sub_eq_zero.mp (pow_eq_zero_iff two_ne_zero |>.mp h0)
    · rintro rfl
      ring
```

This theorem and the next two concern `deriv (phaseShift E0 Γ)`, the actual derivative of the phase. The proof replaces it by the Lorentzian and clears the positive denominators. The inequality and the equality case then both come down to the square $(E-E_0)^2$.

The sign of $\Gamma$ matters here. Take $E_0=0$ and $\Gamma=-2$. Then $\delta'(E)=-1/(1+E^2)$, whose value $2/\Gamma=-1$ at $E_0$ is the minimum, and the area is $-\pi$. The pole has moved to $+i$, in the upper half-plane.

## The half-maximum points

Half of the maximum is $1/\Gamma$. The condition $\delta'(E)=1/\Gamma$ means $y^2+(\Gamma/2)^2=\Gamma^2/2$, or

$$\left(y+\frac{\Gamma}{2}\right)\left(y-\frac{\Gamma}{2}\right)=0 .$$

The solutions are $E_0-\Gamma/2$ and $E_0+\Gamma/2$, so the full width at half maximum is $\Gamma$, twice the distance of the pole from the real axis.

```lean
/-- For `Γ > 0` the derivative of the phase shift equals half of `2 / Γ` exactly at the two
energies `E0 - Γ / 2` and `E0 + Γ / 2`. -/
theorem deriv_phaseShift_half {E0 Γ : ℝ} (hΓ : 0 < Γ) (E : ℝ) :
    deriv (phaseShift E0 Γ) E = (2 / Γ) / 2 ↔ E = E0 - Γ / 2 ∨ E = E0 + Γ / 2 := by
  rw [(hasDerivAt_phaseShift hΓ E).deriv, lineShape, show (2 / Γ) / 2 = 1 / Γ by ring,
    div_eq_div_iff (by positivity) hΓ.ne']
  constructor
  · intro h
    have h0 : (E - (E0 - Γ / 2)) * (E - (E0 + Γ / 2)) = 0 := by linear_combination -h
    exact (mul_eq_zero.mp h0).imp sub_eq_zero.mp sub_eq_zero.mp
  · rintro (rfl | rfl) <;> ring
```

The factorised equation is `h0`. The converse direction substitutes each of the two energies.

## The area under the derivative

As $E\to\pm\infty$ the argument of the arctangent tends to $\pm\infty$, so $\delta\to\pm\pi/2$. The function $L$ is a shifted and rescaled copy of $1/(1+x^2)$ and is therefore integrable. The fundamental theorem of calculus on the whole line gives

$$\int_{-\infty}^{\infty}\delta'(E)\,dE=\frac{\pi}{2}-\left(-\frac{\pi}{2}\right)=\pi .$$

```lean
/-- For `Γ > 0` the derivative of the phase shift is integrable over all real energies, and its
integral is `π`. -/
theorem integral_deriv_phaseShift (E0 : ℝ) {Γ : ℝ} (hΓ : 0 < Γ) :
    Integrable (deriv (phaseShift E0 Γ)) ∧ ∫ E, deriv (phaseShift E0 Γ) E = Real.pi := by
  have hr : 0 < 2 / Γ := by positivity
  have hderiv : deriv (phaseShift E0 Γ) = lineShape E0 Γ :=
    funext fun E => (hasDerivAt_phaseShift hΓ E).deriv
  have hint : Integrable (lineShape E0 Γ) := by
    have h := ((integrable_inv_one_add_sq.comp_mul_right' hr.ne').comp_sub_right E0).const_mul
      (2 / Γ)
    refine h.congr (ae_of_all _ fun E => ?_)
    show 2 / Γ * (1 + ((E - E0) * (2 / Γ)) ^ 2)⁻¹ = lineShape E0 Γ E
    rw [lineShape, ← div_eq_mul_inv, div_eq_div_iff (by positivity) (by positivity)]
    field_simp
    ring
  -- the phase runs from -π/2 far below the resonance to π/2 far above it
  have htop : Tendsto (fun E : ℝ => 2 * (E - E0) / Γ) atTop atTop :=
    (tendsto_atTop_add_const_right _ (-(2 / Γ * E0))
      (tendsto_id.const_mul_atTop hr)).congr fun E => by simp only [id]; ring
  have hbot : Tendsto (fun E : ℝ => 2 * (E - E0) / Γ) atBot atBot :=
    (tendsto_atBot_add_const_right _ (-(2 / Γ * E0))
      (tendsto_id.const_mul_atBot hr)).congr fun E => by simp only [id]; ring
  have h1 : Tendsto (phaseShift E0 Γ) atTop (𝓝 (Real.pi / 2)) :=
    (Real.tendsto_arctan_atTop.mono_right nhdsWithin_le_nhds).comp htop
  have h2 : Tendsto (phaseShift E0 Γ) atBot (𝓝 (-(Real.pi / 2))) :=
    (Real.tendsto_arctan_atBot.mono_right nhdsWithin_le_nhds).comp hbot
  rw [hderiv]
  refine ⟨hint, ?_⟩
  rw [integral_of_hasDerivAt_of_tendsto (hasDerivAt_phaseShift hΓ) hint h2 h1]
  ring
```

Integrability is `hint`, and the two limits of the phase are `h1` and `h2`. The integral covers all real energies, whereas a Dirac continuum ends at a threshold. The value $\pi$ thus belongs to the idealised resonance, and a finite energy window contains less.

## The rise across the width

At the half-maximum points the argument of the arctangent is $\pm1$, so

$$\delta(E_0+\Gamma/2)-\delta(E_0-\Gamma/2)=\frac{\pi}{4}-\left(-\frac{\pi}{4}\right)=\frac{\pi}{2}.$$

Half of the total change of phase takes place within one full width.

```lean
/-- For `Γ > 0` the phase shift rises by `π / 2` between `E0 - Γ / 2` and `E0 + Γ / 2`. -/
theorem phaseShift_rise_across_width (E0 : ℝ) {Γ : ℝ} (hΓ : 0 < Γ) :
    phaseShift E0 Γ (E0 + Γ / 2) - phaseShift E0 Γ (E0 - Γ / 2) = Real.pi / 2 := by
  have a : 2 * (E0 + Γ / 2 - E0) / Γ = 1 := by
    rw [div_eq_iff hΓ.ne']
    ring
  have b : 2 * (E0 - Γ / 2 - E0) / Γ = -1 := by
    rw [div_eq_iff hΓ.ne']
    ring
  unfold phaseShift
  rw [a, b, Real.arctan_neg, Real.arctan_one]
  ring

end

end BreitWignerResonance
```

The proof evaluates the two arguments, `a` and `b`, and uses the value and the oddness of the arctangent.

## Reading a width from computed data

A scattering code typically delivers $S$ on a grid of real energies, and a phase extracted from its complex argument can jump by $\pi$ between grid points. Because $|S|=1$ in this one-channel model, the derivative can be computed without removing the jumps:

$$\delta'(E)=\tfrac12\,\operatorname{Im}\!\left(\overline{S(E)}\,\frac{dS}{dE}\right).$$

For an isolated resonance the peak height $2/\Gamma$ and the full width $\Gamma$ then give two estimates of $\Gamma$, which agree when the product of height and width is $2$. A marked deviation points to an energy-dependent background, a nearby threshold, an overlapping resonance or a grid too coarse for the width. For a resonance in the positive-energy continuum, a complex-scaling calculation with a large enough scaling angle gives the pole directly as a complex eigenvalue $E_0-i\Gamma/2$, from which $\Gamma$ is minus twice the imaginary part.

```lean
#print axioms BreitWignerResonance.hasDerivAt_phaseShift
#print axioms BreitWignerResonance.phase_derivative_unique
#print axioms BreitWignerResonance.integral_deriv_phaseShift
#print axioms BreitWignerResonance.phaseShift_rise_across_width
```

```
'BreitWignerResonance.hasDerivAt_phaseShift' depends on axioms: [propext, Classical.choice, Quot.sound]
'BreitWignerResonance.phase_derivative_unique' depends on axioms: [propext, Classical.choice, Quot.sound]
'BreitWignerResonance.integral_deriv_phaseShift' depends on axioms: [propext, Classical.choice, Quot.sound]
'BreitWignerResonance.phaseShift_rise_across_width' depends on axioms: [propext, Classical.choice, Quot.sound]
```
